# Antisymmetrising labelled particles gives the canonical partition function of an ideal Fermi gas with finitely many modes

As a simplified model of a small quantum dot, take $N$ identical fermions at fixed temperature, neglect the interactions between them, and keep finitely many single-particle modes of known energy, counting different spin states as different modes. The partition function can be written in two ways. One lists the occupied modes and allows each at most once. The other gives the particles labels, sums over permutations of the labels with signs, and divides by $N!$. The second contains configurations with several particles in one mode, which the first forbids, so the two need to be compared.

## From labelled configurations to sets of occupied modes

Let $e_j$ be the real energy of mode $j$, with spin included in the mode label, and let $b$ be the inverse temperature. A labelled configuration is a function $f$ that puts particle $i\in\{0,\dots,N-1\}$ into mode $f(i)$. Its Boltzmann weight is $w(f)=\exp(-b\sum_i e_{f(i)})$. For a permutation $s$ of the particles, let
$$W(s)=\sum_{f:\,f\circ s=f} w(f).$$
The claim is
$$\frac1{N!}\sum_s \operatorname{sgn}(s)\,W(s)=\sum_{|S|=N}\exp\Big(-b\sum_{j\in S}e_j\Big),$$
where $S$ runs over sets of modes.

Exchange the two finite sums on the left:
$$\sum_s \operatorname{sgn}(s)\,W(s)=\sum_f c(f)\,w(f),\qquad c(f)=\sum_{s:\,f\circ s=f}\operatorname{sgn}(s).$$

If $f$ is injective, $f(s(i))=f(i)$ forces $s(i)=i$ for every $i$. Only the identity contributes, and $c(f)=1$.

If $f(i)=f(j)$ for some $i\neq j$, let $\tau$ exchange $i$ and $j$. Then $f\circ\tau=f$, so $f\circ s=f$ implies $f\circ(s\tau)=f\circ\tau=f$. The map $s\mapsto s\tau$ therefore pairs the permutations in $c(f)$. It is its own inverse, leaves no permutation fixed and reverses the sign, hence $c(f)=0$.

Only injective configurations remain. Group them by their set $S$ of occupied modes. The weight depends on $S$ alone, and $N$ labelled particles can fill $S$ in $N!$ ways. The sum is thus $N!$ times the sum over sets, and division by $N!$ gives the claim.

For two particles, with $z(b)=\sum_j e^{-be_j}$, the left side is $\tfrac12\,[z(b)^2-z(2b)]$. The second term removes the doubly occupied modes.

## Cycles and recursions in a canonical calculation

The remarks in this section are not part of the Lean proof. A program for non-interacting fermions need not visit all $N!$ permutations. An invariant configuration is constant on each cycle of $s$, so $W(s)$ is a product of factors $z(kb)$, one for each cycle of length $k$. Collecting cycles gives the familiar recursion for the partition function $Z_N$,
$$Z_N=\frac1N\sum_{k=1}^{N}(-1)^{k-1}z(kb)\,Z_{N-k},\qquad Z_0=1.$$
Its alternating signs can cost many digits at low temperature. Adding the modes one at a time, each either empty or filled, involves only positive terms and avoids that cancellation.

## Configurations, weights and signs in Lean

The modes form a finite type `ι`, and a labelled configuration is a function `Fin N → ι`.

```lean
import Mathlib

open Finset

namespace FermionAntisymmetrisation

noncomputable section

variable {ι : Type*} [Fintype ι] [DecidableEq ι] {N : ℕ}
```

The weight takes arbitrary real energies and any real `b`; the physical reading is $b=1/k_BT$.

```lean
/-- Boltzmann weight of `N` labelled particles, particle `i` sitting in mode `f i`. -/
def boltzmann (b : ℝ) (e : ι → ℝ) (f : Fin N → ι) : ℝ :=
  Real.exp (-b * ∑ i, e (f i))
```

The quantity $W(s)$ restricts the sum to configurations with `f ∘ ⇑s = f`.

```lean
/-- Total Boltzmann weight of the mode assignments left invariant by the permutation `s`. -/
def invariantWeight (b : ℝ) (e : ι → ℝ) (s : Equiv.Perm (Fin N)) : ℝ :=
  ∑ f : Fin N → ι with f ∘ ⇑s = f, boltzmann b e f
```

On the fermionic side, `powersetCard N univ` is the collection of all $N$-element sets of modes, so Pauli exclusion is built into this definition.

```lean
/-- Canonical `N`-fermion sum: each set of `N` distinct modes is counted once. -/
def fermionSum (b : ℝ) (e : ι → ℝ) (N : ℕ) : ℝ :=
  ∑ S ∈ powersetCard N (univ : Finset ι), Real.exp (-b * ∑ j ∈ S, e j)

/-- The sign of a particle permutation as a real number. -/
def sgn (s : Equiv.Perm (Fin N)) : ℝ := ((Equiv.Perm.sign s : ℤ) : ℝ)
```

## Pauli exclusion from cancelling signs

The next two lemmas evaluate $c(f)$. For injective `f`, the set of permutations that leave it invariant is shown to be `{1}`.

```lean
omit [Fintype ι] in
/-- If all particles sit in different modes, the signs of the permutations that leave the
assignment invariant add up to one. -/
theorem sum_sgn_of_injective (f : Fin N → ι) (hf : Function.Injective f) :
    ∑ s ∈ univ.filter (fun s : Equiv.Perm (Fin N) => f ∘ ⇑s = f), sgn s = 1 := by
  -- only the identity leaves the assignment invariant
  have h : (univ.filter fun s : Equiv.Perm (Fin N) => f ∘ ⇑s = f) = {1} := by
    ext s
    simp only [mem_filter, mem_univ, true_and, mem_singleton]
    constructor
    · intro h
      exact Equiv.ext fun i => hf (congrFun h i)
    · rintro rfl
      exact funext fun _ => rfl
  rw [h]
  simp [sgn]
```

For non-injective `f`, the proof extracts two particles in the same mode and applies `Finset.sum_involution` to the map `s * Equiv.swap i j`. Its four obligations are those met by hand: paired signs cancel, no permutation is its own partner, the partner also leaves `f` invariant, and pairing twice returns the original.

```lean
omit [Fintype ι] in
/-- If two particles share a mode, the signs of the permutations that leave the assignment
invariant cancel. -/
theorem sum_sgn_of_not_injective (f : Fin N → ι) (hf : ¬ Function.Injective f) :
    ∑ s ∈ univ.filter (fun s : Equiv.Perm (Fin N) => f ∘ ⇑s = f), sgn s = 0 := by
  obtain ⟨i, j, hfij, hij⟩ : ∃ i j, f i = f j ∧ i ≠ j := by
    by_contra hcon
    push Not at hcon
    exact hf fun i j h => hcon i j h
  have hswap : ∀ k, f (Equiv.swap i j k) = f k := by
    intro k
    rw [Equiv.swap_apply_def]
    split_ifs with h1 h2
    · rw [h1, hfij]
    · rw [h2, hfij]
    · rfl
  -- pair each permutation with its product with the exchange of `i` and `j`
  refine Finset.sum_involution (fun s _ => s * Equiv.swap i j) ?_ ?_ ?_ ?_
  · intro s _
    simp [sgn, Equiv.Perm.sign_mul, Equiv.Perm.sign_swap hij]
  · intro s _ _ h
    have h1 := congrArg (fun t : Equiv.Perm (Fin N) => t i) h
    simp only [Equiv.Perm.mul_apply, Equiv.swap_apply_left] at h1
    exact hij (s.injective h1).symm
  · intro s hs
    simp only [mem_filter, mem_univ, true_and] at hs ⊢
    funext k
    exact (congrFun hs (Equiv.swap i j k)).trans (hswap k)
  · intro s _
    simp [mul_assoc]
```

## Counting the labellings

To count the ways of filling `S`, the proof fixes one reference labelling `g` and shows that every other labelling is `g ∘ ⇑s` for exactly one permutation `s`. The count is then the number of permutations.

```lean
/-- A set of `N` modes can be filled by `N` labelled particles, one in each mode, in exactly
`N!` ways. -/
theorem card_labellings (S : Finset ι) (hS : S.card = N) :
    (univ.filter fun f : Fin N → ι => Function.Injective f ∧ univ.image f = S).card
      = N.factorial := by
  obtain ⟨g, hg, himg⟩ : ∃ g : Fin N → ι, Function.Injective g ∧ univ.image g = S := by
    let σ := S.equivFinOfCardEq hS
    refine ⟨fun i => (σ.symm i : ι), Subtype.val_injective.comp σ.symm.injective, ?_⟩
    ext x
    simp only [mem_image, mem_univ, true_and]
    constructor
    · rintro ⟨i, rfl⟩
      exact (σ.symm i).2
    · intro hx
      exact ⟨σ ⟨x, hx⟩, by simp⟩
  -- every labelling is a permutation of the reference labelling `g`
  have h : (univ.filter fun f : Fin N → ι => Function.Injective f ∧ univ.image f = S)
      = univ.image (fun s : Equiv.Perm (Fin N) => g ∘ ⇑s) := by
    ext f
    simp only [mem_filter, mem_univ, true_and, mem_image]
    constructor
    · rintro ⟨hf, hfS⟩
      have hex : ∀ i, ∃ k, g k = f i := by
        intro i
        have hi : f i ∈ univ.image g := by
          rw [himg, ← hfS]
          exact mem_image_of_mem f (mem_univ i)
        obtain ⟨k, _, hk⟩ := mem_image.mp hi
        exact ⟨k, hk⟩
      choose t ht using hex
      have hti : Function.Injective t := fun i j hij => hf (by rw [← ht i, ← ht j, hij])
      exact ⟨Equiv.ofBijective t (Finite.injective_iff_bijective.mp hti), funext ht⟩
    · rintro ⟨s, rfl⟩
      refine ⟨hg.comp s.injective, ?_⟩
      rw [← Finset.image_image, Finset.image_univ_of_surjective s.surjective, himg]
  have hinj : Function.Injective (fun s : Equiv.Perm (Fin N) => g ∘ ⇑s) :=
    fun s t hst => Equiv.ext fun i => hg (congrFun hst i)
  rw [h, Finset.card_image_of_injective _ hinj, Finset.card_univ, Fintype.card_perm,
    Fintype.card_fin]
```

## The identity for any function of the occupations

The Boltzmann weight entered the derivation only through its independence of the labels. The following theorem therefore allows any real function `G` of the multiset of occupied modes, including a Boltzmann factor whose interaction energy depends only on the occupation numbers. Interactions that scatter particles between modes are not of this form.

```lean
/-- For any quantity `G` that depends only on which modes are occupied and how often, the signed
sum over permutations and invariant assignments is `N!` times the sum over sets of `N` modes. -/
theorem signed_sum_eq (G : Multiset ι → ℝ) :
    ∑ s : Equiv.Perm (Fin N), sgn s *
        ∑ f : Fin N → ι with f ∘ ⇑s = f, G ((univ : Finset (Fin N)).val.map f)
      = (N.factorial : ℝ) * ∑ S ∈ powersetCard N (univ : Finset ι), G S.val := by
  have hmaps : ∀ f ∈ univ.filter (fun f : Fin N → ι => Function.Injective f),
      univ.image f ∈ powersetCard N (univ : Finset ι) := by
    intro f hf
    refine mem_powersetCard.mpr ⟨subset_univ _, ?_⟩
    rw [Finset.card_image_of_injective _ (mem_filter.mp hf).2, Finset.card_univ,
      Fintype.card_fin]
  calc _ = ∑ f : Fin N → ι,
          (∑ s ∈ univ.filter (fun s : Equiv.Perm (Fin N) => f ∘ ⇑s = f), sgn s) *
          G ((univ : Finset (Fin N)).val.map f) := by
        simp only [Finset.sum_filter, Finset.mul_sum, Finset.sum_mul]
        rw [Finset.sum_comm]
        refine sum_congr rfl fun f _ => sum_congr rfl fun s _ => ?_
        split_ifs <;> simp
    -- doubly occupied modes drop out
    _ = ∑ f : Fin N → ι with Function.Injective f,
          G ((univ : Finset (Fin N)).val.map f) := by
        rw [Finset.sum_filter]
        refine sum_congr rfl fun f _ => ?_
        split_ifs with hf
        · rw [sum_sgn_of_injective f hf, one_mul]
        · rw [sum_sgn_of_not_injective f hf, zero_mul]
    -- group the remaining assignments by their set of occupied modes
    _ = ∑ S ∈ powersetCard N (univ : Finset ι),
          ∑ f : Fin N → ι with Function.Injective f ∧ univ.image f = S,
            G ((univ : Finset (Fin N)).val.map f) := by
        refine (Finset.sum_fiberwise_of_maps_to hmaps _).symm.trans ?_
        exact sum_congr rfl fun S _ => by rw [Finset.filter_filter]
    _ = _ := by
        rw [Finset.mul_sum]
        refine sum_congr rfl fun S hS => ?_
        rw [Finset.sum_eq_card_nsmul (b := G S.val), card_labellings S (mem_powersetCard.mp hS).2,
          nsmul_eq_mul]
        intro f hf
        have h := (mem_filter.mp hf).2
        rw [← h.2, Finset.image_val_of_injOn h.1.injOn]
```

The `calc` block follows the derivation: exchange the sums, insert the values of $c(f)$, group by occupied set, and count labellings.

Choosing `G` as the Boltzmann factor and dividing by $N!$ gives the claim.

```lean
/-- Antisymmetrisation: the signed average over permutations of the invariant Boltzmann weights
is the canonical `N`-fermion sum. -/
theorem antisymmetrisation (b : ℝ) (e : ι → ℝ) :
    1 / (N.factorial : ℝ) * ∑ s : Equiv.Perm (Fin N), sgn s * invariantWeight b e s
      = fermionSum b e N := by
  have h := signed_sum_eq (N := N) (fun m : Multiset ι => Real.exp (-b * (m.map e).sum))
  simp only [Multiset.map_map] at h
  have hN : (N.factorial : ℝ) ≠ 0 := Nat.cast_ne_zero.mpr N.factorial_ne_zero
  rw [one_div, inv_mul_eq_iff_eq_mul₀ hN]
  exact h
```

A one-body observable that is diagonal in the modes, with value $a_j$ in mode $j$, can be inserted in the same way. The result is an unnormalised average; when $N$ does not exceed the number of modes, dividing by `fermionSum b e N` gives the canonical expectation value.

```lean
/-- The same signed average with a one-body observable `a` inserted gives the Boltzmann-weighted
sum of that observable over sets of `N` modes. -/
theorem antisymmetrisation_observable (b : ℝ) (e a : ι → ℝ) :
    1 / (N.factorial : ℝ) * ∑ s : Equiv.Perm (Fin N), sgn s *
        ∑ f : Fin N → ι with f ∘ ⇑s = f, (∑ i, a (f i)) * boltzmann b e f
      = ∑ S ∈ powersetCard N (univ : Finset ι),
          (∑ j ∈ S, a j) * Real.exp (-b * ∑ j ∈ S, e j) := by
  have h := signed_sum_eq (N := N)
    (fun m : Multiset ι => (m.map a).sum * Real.exp (-b * (m.map e).sum))
  simp only [Multiset.map_map] at h
  have hN : (N.factorial : ℝ) ≠ 0 := Nat.cast_ne_zero.mpr N.factorial_ne_zero
  rw [one_div, inv_mul_eq_iff_eq_mul₀ hN]
  exact h
```

## The same result as a trace

In the basis of labelled configurations, the operator for $s$ has entry $1$ in row $g$, column $f$ when $g\circ s=f$, and $0$ otherwise.

```lean
/-- Operator permuting the particle labels, as a matrix on labelled configurations. -/
def permOp (s : Equiv.Perm (Fin N)) : Matrix (Fin N → ι) (Fin N → ι) ℝ :=
  Matrix.of fun g f => if g ∘ ⇑s = f then 1 else 0
```

The antisymmetriser is defined as the signed average of these matrices. That it projects onto the antisymmetric states is its usual interpretation, and the trace formulas below do not rely on it.

```lean
/-- The antisymmetriser: the signed average of all permutation operators. -/
def antisymmetriser (ι : Type*) [Fintype ι] [DecidableEq ι] (N : ℕ) :
    Matrix (Fin N → ι) (Fin N → ι) ℝ :=
  (1 / (N.factorial : ℝ)) • ∑ s : Equiv.Perm (Fin N), sgn s • permOp s
```

For non-interacting particles with total Hamiltonian $H$, the unnormalised Gibbs operator $e^{-bH}$ is diagonal in the basis of labelled configurations of the energy modes, with entries $w(f)$. Multiplying by it and taking the trace keeps the diagonal entries of the permutation matrix, which select exactly the configurations with $f\circ s=f$.

```lean
/-- The trace of a permutation operator times the Gibbs operator of labelled particles is the
invariant Boltzmann weight of that permutation. -/
theorem trace_permOp_mul_gibbs (b : ℝ) (e : ι → ℝ) (s : Equiv.Perm (Fin N)) :
    (permOp s * Matrix.diagonal (boltzmann b e)).trace = invariantWeight b e s := by
  simp [Matrix.trace, Matrix.mul_diagonal, permOp, invariantWeight, Finset.sum_filter]
```

By linearity, the trace with the antisymmetriser is the signed average of these invariant weights, and the theorem `antisymmetrisation` identifies that average with the canonical partition function.

```lean
/-- The trace of the antisymmetriser times the Gibbs operator of labelled particles is the
canonical `N`-fermion sum. -/
theorem trace_antisymmetriser_mul_gibbs (b : ℝ) (e : ι → ℝ) :
    (antisymmetriser ι N * Matrix.diagonal (boltzmann b e)).trace = fermionSum b e N := by
  simp only [antisymmetriser, Matrix.smul_mul, Matrix.sum_mul, Matrix.trace_smul,
    Matrix.trace_sum, trace_permOp_mul_gibbs, smul_eq_mul]
  exact antisymmetrisation b e
```

If there are more particles than modes, no $N$-element set of modes exists and the trace is zero. For $N=0$ the empty set contributes $1$, as it should for the vacuum.

```lean
/-- With more particles than modes, the antisymmetrised trace of the Gibbs operator vanishes. -/
theorem trace_eq_zero_of_card_lt (b : ℝ) (e : ι → ℝ) (h : Fintype.card ι < N) :
    (antisymmetriser ι N * Matrix.diagonal (boltzmann b e)).trace = 0 := by
  rw [trace_antisymmetriser_mul_gibbs, fermionSum,
    Finset.powersetCard_eq_empty.mpr (by rwa [Finset.card_univ]), Finset.sum_empty]

end

end FermionAntisymmetrisation
```

```lean
#print axioms FermionAntisymmetrisation.antisymmetrisation_observable
#print axioms FermionAntisymmetrisation.trace_antisymmetriser_mul_gibbs
#print axioms FermionAntisymmetrisation.trace_eq_zero_of_card_lt
```

```
'FermionAntisymmetrisation.antisymmetrisation_observable' depends on axioms: [propext, Classical.choice, Quot.sound]
'FermionAntisymmetrisation.trace_antisymmetriser_mul_gibbs' depends on axioms: [propext, Classical.choice, Quot.sound]
'FermionAntisymmetrisation.trace_eq_zero_of_card_lt' depends on axioms: [propext, Classical.choice, Quot.sound]
```
